# A uniform electric field enters the relative motion of two particles through the difference of their charge-to-mass ratios

Take two particles of unit mass with charges 2 and 0, joined by a spring of unit stiffness and zero rest length, in a constant field e. With separation x = x₁ - x₂, Newton's equations are

x₁'' = -x + 2e
x₂'' = x

Their difference is x'' = -2x + 2e, so the pair can accelerate together at the constant stretch x = e. If each particle carries charge 1 instead, the field cancels from the difference. With the Coulomb repulsion between the two charges neglected, the spring can then stay unstretched.

## Subtracting the accelerations

Let the masses m₁, m₂ be positive, the charges q₁, q₂ real, and the internal forces F and -F. In a uniform field E, which may vary in time,

m₁ x₁'' = F + q₁ E
m₂ x₂'' = -F + q₂ E

Divide each equation by its mass and subtract:

x'' = (1/m₁ + 1/m₂) F + (q₁/m₁ - q₂/m₂) E

Write M = m₁ + m₂ and μ = m₁m₂/M. Since 1/m₁ + 1/m₂ = 1/μ, multiplying by μ gives

μ x'' = F + q_eff E
q_eff = μ (q₁/m₁ - q₂/m₂) = (m₂q₁ - m₁q₂)/M

Adding the original equations instead gives M X'' = (q₁ + q₂) E for the centre of mass X = (m₁x₁ + m₂x₂)/M.

Conversely, x₁ = X + (m₂/M)x and x₂ = X - (m₁/M)x, so

m₁ x₁'' = (m₁/M)(q₁ + q₂) E + F + q_eff E = F + q₁ E
m₂ x₂'' = (m₂/M)(q₁ + q₂) E - F - q_eff E = -F + q₂ E

If μ x'' = F also holds and E is non-zero at some instant, then q_eff = 0 and the two ratios are equal. Equal ratios conversely remove the field term.

Inserting x₁ and x₂ into the dipole moment gives the same effective charge:

q₁x₁ + q₂x₂ = (q₁ + q₂) X + q_eff x

In a simulation with fixed charges, Cartesian code adds qᵢE to the force on each particle, whereas code that propagates only x uses mass μ and adds q_eff E. For a neutral pair with charges q and -q, q_eff is simply q; for an ion it depends on the masses.

Uniform gravity follows by the same argument: put qᵢ = mᵢ and let E be the gravitational acceleration. Both ratios are 1, and gravity leaves the relative equation.

## Trajectories and forces in Lean

```lean
import Mathlib

namespace UniformFieldTwoBody

noncomputable section
```

Positions, forces and fields are vectors in three-dimensional Euclidean space.

```lean
/-- Physical space. -/
abbrev Space := EuclideanSpace ℝ (Fin 3)
```

`Newton m x f` says that x has a velocity v and an acceleration a at every real time, with m a = f. Here f is the force recorded along the motion, so any force law may have produced it.

```lean
/-- Newton's equation `m x'' = f` at all times, for a trajectory `x` under the force `f`. -/
def Newton (m : ℝ) (x f : ℝ → Space) : Prop :=
  ∃ v a : ℝ → Space, ∀ t, HasDerivAt x (v t) t ∧ HasDerivAt v (a t) t ∧ m • a t = f t
```

The next definitions are μ, q_eff and X.

```lean
/-- The reduced mass of two particles. -/
def reducedMass (m₁ m₂ : ℝ) : ℝ := m₁ * m₂ / (m₁ + m₂)

/-- The effective charge of the relative motion: the reduced mass times the difference of the
charge-to-mass ratios. -/
def effectiveCharge (m₁ m₂ q₁ q₂ : ℝ) : ℝ := reducedMass m₁ m₂ * (q₁ / m₁ - q₂ / m₂)

/-- The centre of mass of two particles at time `t`. -/
def centreOfMass (m₁ m₂ : ℝ) (x₁ x₂ : ℝ → Space) (t : ℝ) : Space :=
  (m₁ + m₂)⁻¹ • (m₁ • x₁ t + m₂ • x₂ t)
```

## Combining trajectories

The first lemma differentiates αx + βy twice and writes each force as mass times acceleration; `inv_smul_smul₀` then cancels the masses.

```lean
/-- A linear combination of two Newtonian trajectories obeys Newton's equation for any mass `M`,
with force `M` times the same combination of the two accelerations. -/
theorem newton_combine {m n : ℝ} {x y z f g h : ℝ → Space} (hm : m ≠ 0) (hn : n ≠ 0)
    (hx : Newton m x f) (hy : Newton n y g) (α β M : ℝ)
    (hz : ∀ t, z t = α • x t + β • y t)
    (hh : ∀ t, h t = M • (α • m⁻¹ • f t + β • n⁻¹ • g t)) : Newton M z h := by
  obtain ⟨v, a, hva⟩ := hx
  obtain ⟨w, b, hwb⟩ := hy
  have hz' : z = fun t => α • x t + β • y t := funext hz
  subst hz'
  refine ⟨fun t => α • v t + β • w t, fun t => α • a t + β • b t, fun t => ⟨?_, ?_, ?_⟩⟩
  · exact ((hva t).1.const_smul α).fun_add ((hwb t).1.const_smul β)
  · exact ((hva t).2.1.const_smul α).fun_add ((hwb t).2.1.const_smul β)
  · rw [hh t, ← (hva t).2.2, ← (hwb t).2.2, inv_smul_smul₀ hm, inv_smul_smul₀ hn]
```

The second uses uniqueness of derivatives, first for the velocity and then for the acceleration.

```lean
/-- A trajectory of given mass determines the force that acts along it. -/
theorem newton_force_unique {m : ℝ} {x f g : ℝ → Space}
    (hf : Newton m x f) (hg : Newton m x g) : f = g := by
  obtain ⟨v, a, hva⟩ := hf
  obtain ⟨w, b, hwb⟩ := hg
  have hvw : v = w := funext fun t => (hva t).1.unique (hwb t).1
  subst hvw
  funext t
  rw [← (hva t).2.2, ← (hwb t).2.2, (hva t).2.1.unique (hwb t).2.1]
```

## The relative and centre-of-mass equations

The hypotheses `h₁` and `h₂` are the two particle equations. The coefficients 1 and -1 perform the subtraction; `match_scalars` then compares the coefficients of F and E, and `field_simp` and `ring` check them.

```lean
/-- Relative motion in a uniform field: the separation of the two particles obeys
`μ x'' = F + μ (q₁/m₁ - q₂/m₂) E`. -/
theorem relative_motion {m₁ m₂ q₁ q₂ : ℝ} {x₁ x₂ F E : ℝ → Space} (hm₁ : 0 < m₁) (hm₂ : 0 < m₂)
    (h₁ : Newton m₁ x₁ (fun t => F t + q₁ • E t))
    (h₂ : Newton m₂ x₂ (fun t => -F t + q₂ • E t)) :
    Newton (reducedMass m₁ m₂) (fun t => x₁ t - x₂ t)
      (fun t => F t + effectiveCharge m₁ m₂ q₁ q₂ • E t) := by
  have hM : m₁ + m₂ ≠ 0 := by positivity
  have h1 := hm₁.ne'
  have h2 := hm₂.ne'
  -- subtract the two accelerations
  refine newton_combine h1 h2 h₁ h₂ 1 (-1) _ (fun t => by module) (fun t => ?_)
  simp only [effectiveCharge, reducedMass]
  match_scalars <;> (try field_simp) <;> ring
```

The weights m₁/M and m₂/M give the centre of mass.

```lean
/-- The centre of mass moves as one particle that carries the total mass and the total charge. -/
theorem centre_of_mass_motion {m₁ m₂ q₁ q₂ : ℝ} {x₁ x₂ F E : ℝ → Space}
    (hm₁ : 0 < m₁) (hm₂ : 0 < m₂)
    (h₁ : Newton m₁ x₁ (fun t => F t + q₁ • E t))
    (h₂ : Newton m₂ x₂ (fun t => -F t + q₂ • E t)) :
    Newton (m₁ + m₂) (centreOfMass m₁ m₂ x₁ x₂) (fun t => (q₁ + q₂) • E t) := by
  have hM : m₁ + m₂ ≠ 0 := by positivity
  have h1 := hm₁.ne'
  have h2 := hm₂.ne'
  refine newton_combine h1 h2 h₁ h₂ (m₁ / (m₁ + m₂)) (m₂ / (m₁ + m₂)) _
    (fun t => ?_) (fun t => ?_)
  · simp only [centreOfMass]
    match_scalars <;> (try field_simp)
  · match_scalars <;> (try field_simp)
    ring
```

The equivalence adds the converse, using the inverse coordinates above.

```lean
/-- The equations of motion of the two particles are equivalent to the separate equations for
the centre of mass and for the separation. -/
theorem separation_iff {m₁ m₂ q₁ q₂ : ℝ} {x₁ x₂ F E : ℝ → Space} (hm₁ : 0 < m₁) (hm₂ : 0 < m₂) :
    (Newton m₁ x₁ (fun t => F t + q₁ • E t) ∧ Newton m₂ x₂ (fun t => -F t + q₂ • E t)) ↔
      (Newton (m₁ + m₂) (centreOfMass m₁ m₂ x₁ x₂) (fun t => (q₁ + q₂) • E t) ∧
        Newton (reducedMass m₁ m₂) (fun t => x₁ t - x₂ t)
          (fun t => F t + effectiveCharge m₁ m₂ q₁ q₂ • E t)) := by
  have hM : m₁ + m₂ ≠ 0 := by positivity
  have h1 := hm₁.ne'
  have h2 := hm₂.ne'
  have hμ : reducedMass m₁ m₂ ≠ 0 := by unfold reducedMass; positivity
  constructor
  · rintro ⟨h₁, h₂⟩
    exact ⟨centre_of_mass_motion hm₁ hm₂ h₁ h₂, relative_motion hm₁ hm₂ h₁ h₂⟩
  · rintro ⟨hX, hx⟩
    -- recover x₁ = X + (m₂/M) x and x₂ = X - (m₁/M) x
    constructor
    · refine newton_combine hM hμ hX hx 1 (m₂ / (m₁ + m₂)) _ (fun t => ?_) (fun t => ?_)
      · simp only [centreOfMass]
        match_scalars <;> (try field_simp)
        ring
      · simp only [effectiveCharge, reducedMass]
        match_scalars <;> (try field_simp)
        ring
    · refine newton_combine hM hμ hX hx 1 (-(m₁ / (m₁ + m₂))) _ (fun t => ?_) (fun t => ?_)
      · simp only [centreOfMass]
        match_scalars <;> (try field_simp) <;> ring
      · simp only [effectiveCharge, reducedMass]
        match_scalars <;> (try field_simp)
        ring
```

The two equations decouple only if F does not depend on X; a force that depends on x and x' alone is the usual case. The model is classical, with fixed point charges and no magnetic force, and it takes the trajectories as given.

## When the field drops out

The criterion compares two force functions for one trajectory at t₀, where E is non-zero. "Field-free" refers to the form of the equation, with F still evaluated along the actual motion.

```lean
/-- If the field is non-zero at some instant, the separation obeys the field-free equation
`μ x'' = F` exactly when the two charge-to-mass ratios are equal. -/
theorem field_free_iff {m₁ m₂ q₁ q₂ : ℝ} {x₁ x₂ F E : ℝ → Space} (hm₁ : 0 < m₁) (hm₂ : 0 < m₂)
    (h₁ : Newton m₁ x₁ (fun t => F t + q₁ • E t))
    (h₂ : Newton m₂ x₂ (fun t => -F t + q₂ • E t)) {t₀ : ℝ} (hE : E t₀ ≠ 0) :
    Newton (reducedMass m₁ m₂) (fun t => x₁ t - x₂ t) F ↔ q₁ / m₁ = q₂ / m₂ := by
  have hμ : reducedMass m₁ m₂ ≠ 0 := by unfold reducedMass; positivity
  have hrel := relative_motion hm₁ hm₂ h₁ h₂
  constructor
  · intro h
    -- the same trajectory cannot obey two different forces
    have h0 : F t₀ = F t₀ + effectiveCharge m₁ m₂ q₁ q₂ • E t₀ :=
      congrFun (newton_force_unique h hrel) t₀
    have hq := (smul_eq_zero.mp (left_eq_add.mp h0)).resolve_right hE
    exact sub_eq_zero.mp ((mul_eq_zero.mp hq).resolve_left hμ)
  · intro h
    have hq : effectiveCharge m₁ m₂ q₁ q₂ = 0 := by
      rw [effectiveCharge, h, sub_self, mul_zero]
    simpa only [hq, zero_smul, add_zero] using hrel
```

The dipole identity needs no equation of motion. For this fixed-charge pair, it identifies q_eff as the derivative of the dipole moment with respect to separation at fixed X, the quantity that couples a vibration to a uniform field.

```lean
/-- The dipole moment is the total charge times the centre of mass plus the effective charge
times the separation. -/
theorem dipole_separation {m₁ m₂ : ℝ} (hm₁ : 0 < m₁) (hm₂ : 0 < m₂) (q₁ q₂ : ℝ)
    (x₁ x₂ : ℝ → Space) (t : ℝ) :
    q₁ • x₁ t + q₂ • x₂ t = (q₁ + q₂) • centreOfMass m₁ m₂ x₁ x₂ t +
      effectiveCharge m₁ m₂ q₁ q₂ • (x₁ t - x₂ t) := by
  have hM : m₁ + m₂ ≠ 0 := by positivity
  have h1 := hm₁.ne'
  have h2 := hm₂.ne'
  simp only [centreOfMass, effectiveCharge, reducedMass]
  match_scalars <;> (try field_simp) <;> ring
```

## The stretched spring as an explicit solution

The opening example has the trajectories x₁ = (t²/2 + 1/2)e and x₂ = (t²/2 - 1/2)e. Both have velocity te and acceleration e, and their separation is e.

```lean
/-- The trajectory with constant acceleration `e` that starts at rest from `d e`. -/
def accelerated (e : Space) (d t : ℝ) : Space := (t ^ 2 / 2 + d) • e
```

The proof computes these derivatives, and `module` checks the force balance for each particle.

```lean
/-- The trajectories `(t²/2 + 1/2) e` and `(t²/2 - 1/2) e` obey Newton's equations for two unit
masses with charges 2 and 0, joined by a spring of unit stiffness and zero rest length, in a
constant field `e`. -/
theorem relative_motion_witness (e : Space) :
    Newton 1 (accelerated e (1 / 2))
      (fun t => -(accelerated e (1 / 2) t - accelerated e (-1 / 2) t) + (2 : ℝ) • e) ∧
    Newton 1 (accelerated e (-1 / 2))
      (fun t => -(-(accelerated e (1 / 2) t - accelerated e (-1 / 2) t)) + (0 : ℝ) • e) := by
  have hpos : ∀ d t : ℝ, HasDerivAt (accelerated e d) (t • e) t := by
    intro d t
    have h : HasDerivAt (fun s : ℝ => s ^ 2 / 2 + d) t t :=
      (((hasDerivAt_pow 2 t).div_const 2).add_const d).congr_deriv (by norm_num)
    exact h.smul_const e
  have hvel : ∀ t : ℝ, HasDerivAt (fun s : ℝ => s • e) e t := fun t =>
    ((hasDerivAt_id t).smul_const e).congr_deriv (one_smul ℝ e)
  constructor
  · refine ⟨fun t => t • e, fun _ => e, fun t => ⟨hpos _ t, hvel t, ?_⟩⟩
    simp only [accelerated]
    module
  · refine ⟨fun t => t • e, fun _ => e, fun t => ⟨hpos _ t, hvel t, ?_⟩⟩
    simp only [accelerated]
    module

end

end UniformFieldTwoBody
```

```lean
#print axioms UniformFieldTwoBody.relative_motion
-- 'UniformFieldTwoBody.relative_motion' depends on axioms: [propext, Classical.choice, Quot.sound]
#print axioms UniformFieldTwoBody.separation_iff
-- 'UniformFieldTwoBody.separation_iff' depends on axioms: [propext, Classical.choice, Quot.sound]
#print axioms UniformFieldTwoBody.field_free_iff
-- 'UniformFieldTwoBody.field_free_iff' depends on axioms: [propext, Classical.choice, Quot.sound]
#print axioms UniformFieldTwoBody.dipole_separation
-- 'UniformFieldTwoBody.dipole_separation' depends on axioms: [propext, Classical.choice, Quot.sound]
```
